# Newton's sign iteration converges for every Hermitian matrix without a zero eigenvalue

An iteration that inverts a matrix at every step breaks down as soon as one iterate is singular. Even if it runs to the end, a limit that puts one orbital on the wrong side of the chemical potential gives a wrong electron count. In exact arithmetic, neither happens to Newton's sign iteration when it starts from a Hermitian matrix with no zero eigenvalue. For non-interacting electrons in a finite orthonormal basis, it therefore leads to the zero-temperature density matrix without a diagonalisation, provided no level lies at the chemical potential.

## Levels, orbitals and the iteration

Let `n` be a finite index set and $U$ a complex square matrix with $U^\dagger U=1$, the hypothesis `hU`. Its columns are the orbitals.

```lean
import Mathlib

open Matrix Filter Topology

namespace NewtonSignIteration

noncomputable section

variable {n : Type*} [Fintype n] [DecidableEq n]
```

For real levels $f_i$, write $F(f)=U\,\mathrm{diag}(f)\,U^\dagger$. This is `fromLevels U f`. The theorems take the Hamiltonian in this form. Every Hermitian matrix has it by the spectral theorem, and a real symmetric matrix is the case of real orthogonal $U$.

```lean
/-- The matrix `U diag(f) Uᴴ` with orbitals the columns of `U` and real levels `f`. -/
def fromLevels (U : Matrix n n ℂ) (f : n → ℝ) : Matrix n n ℂ :=
  U * diagonal (fun i => (f i : ℂ)) * Uᴴ
```

The matrix iteration `signIter` is $X_0=H$, $X_{k+1}=\tfrac12(X_k+X_k^{-1})$, with the full matrix inverse. For the sum to make sense, energies are pure numbers, measured in a fixed unit. The choice of unit changes the iterates and the number of steps needed, but not the limit found in (g).

```lean
/-- The Newton sign iteration `X ↦ (X + X⁻¹) / 2` started from `H`; it is meant for
invertible iterates. -/
def signIter (H : Matrix n n ℂ) : ℕ → Matrix n n ℂ
  | 0 => H
  | k + 1 => (1 / 2 : ℂ) • (signIter H k + (signIter H k)⁻¹)
```

For a single energy $x$, `levelIter x k` is the number $\ell_k(x)$ given by $\ell_0(x)=x$ and $\ell_{k+1}(x)=\tfrac12\big(\ell_k(x)+\ell_k(x)^{-1}\big)$.

```lean
/-- The same iteration for a single nonzero energy `x`. -/
def levelIter (x : ℝ) : ℕ → ℝ
  | 0 => x
  | k + 1 => (levelIter x k + (levelIter x k)⁻¹) / 2
```

## (a) Products with common orbitals

Show that two matrices with the same orbitals multiply level by level:
$$F(f)\,F(g)=F(fg),\qquad (fg)_i=f_ig_i.$$

In $U\,\mathrm{diag}(f)\,U^\dagger U\,\mathrm{diag}(g)\,U^\dagger$ the middle factor $U^\dagger U$ is $1$, and the two diagonal matrices multiply entry by entry. The `calc` block moves the brackets to expose this factor, then replaces it using `hU`.

```lean
/-- Matrices with the same orthonormal orbitals multiply level by level. -/
theorem fromLevels_mul {U : Matrix n n ℂ} (hU : Uᴴ * U = 1) (f g : n → ℝ) :
    fromLevels U f * fromLevels U g = fromLevels U (fun i => f i * g i) := by
  unfold fromLevels
  calc U * diagonal (fun i => (f i : ℂ)) * Uᴴ * (U * diagonal (fun i => (g i : ℂ)) * Uᴴ)
      = U * diagonal (fun i => (f i : ℂ)) * (Uᴴ * U) * diagonal (fun i => (g i : ℂ)) * Uᴴ := by
        simp only [Matrix.mul_assoc]
    _ = _ := by
        simp only [hU, Matrix.mul_one, Matrix.mul_assoc U, diagonal_mul_diagonal,
          Complex.ofReal_mul]
```

## (b) Linear combinations

Show that for real $a,b$
$$F(af+bg)=a\,F(f)+b\,F(g).$$

The diagonal matrices satisfy $\mathrm{diag}(af+bg)=a\,\mathrm{diag}(f)+b\,\mathrm{diag}(g)$. Multiply by $U$ on the left and $U^\dagger$ on the right; unitarity is not needed. In the code, `hd` compares the diagonal matrices on and off the diagonal.

```lean
/-- Matrices with the same orbitals combine linearly level by level. -/
theorem fromLevels_lincomb (U : Matrix n n ℂ) (a b : ℝ) (f g : n → ℝ) :
    fromLevels U (fun i => a * f i + b * g i)
      = (a : ℂ) • fromLevels U f + (b : ℂ) • fromLevels U g := by
  have hd : diagonal (fun i => ((a * f i + b * g i : ℝ) : ℂ))
      = (a : ℂ) • diagonal (fun i => (f i : ℂ)) + (b : ℂ) • diagonal (fun i => (g i : ℂ)) := by
    ext i j
    by_cases hij : i = j
    · subst hij
      simp
    · simp [hij]
  unfold fromLevels
  rw [hd]
  simp only [Matrix.mul_add, Matrix.add_mul, Matrix.mul_smul, Matrix.smul_mul]
```

## (c) Inverses

Let all $f_i\neq0$. Show that $F(f)$ is invertible, with
$$F(f)^{-1}=F(1/f).$$

By (a), $F(f)F(1/f)=F(1)=UU^\dagger$. For square matrices $U^\dagger U=1$ implies $UU^\dagger=1$, so the product is $1$. For the same reason this right inverse is also a left inverse. Both uses appear as `mul_eq_one_comm`, and `IsUnit` is Lean's word for invertible.

```lean
/-- If no level vanishes, the matrix is invertible and its inverse has the inverse levels. -/
theorem fromLevels_inv {U : Matrix n n ℂ} (hU : Uᴴ * U = 1) {f : n → ℝ} (hf : ∀ i, f i ≠ 0) :
    IsUnit (fromLevels U f) ∧ (fromLevels U f)⁻¹ = fromLevels U (fun i => (f i)⁻¹) := by
  have e : fromLevels U f * fromLevels U (fun i => (f i)⁻¹) = 1 := by
    have h1 : (fun i => f i * (f i)⁻¹) = fun _ => (1 : ℝ) :=
      funext fun i => mul_inv_cancel₀ (hf i)
    rw [fromLevels_mul hU, h1]
    simp [fromLevels, mul_eq_one_comm.mp hU]
  exact ⟨⟨⟨_, _, e, mul_eq_one_comm.mp e⟩, rfl⟩, Matrix.inv_eq_right_inv e⟩
```

## (d) An energy keeps its sign

Let $x\neq0$ and $s=\mathrm{sign}(x)$. Show that for all $k$
$$s\,\ell_k(x)>0.$$

For $k=0$ the left side is $|x|$. If the claim holds at $k$, then $\ell_k(x)\neq0$ and
$$s\,\ell_{k+1}(x)=s\,\ell_k(x)\,\frac{1+\ell_k(x)^{-2}}{2},$$
a product of positive numbers. The Lean induction has the same two cases, with this factorisation as `e`.

```lean
/-- A nonzero energy keeps its sign throughout the iteration. -/
theorem levelIter_sign_pos {x : ℝ} (hx : x ≠ 0) (k : ℕ) :
    0 < Real.sign x * levelIter x k := by
  induction k with
  | zero =>
    simp only [levelIter]
    rcases lt_or_gt_of_ne hx with h | h
    · rw [Real.sign_of_neg h]
      linarith
    · rw [Real.sign_of_pos h]
      linarith
  | succ k ih =>
    have hy : levelIter x k ≠ 0 := right_ne_zero_of_mul ih.ne'
    have hi : levelIter x k * (levelIter x k)⁻¹ = 1 := mul_inv_cancel₀ hy
    have e : Real.sign x * levelIter x (k + 1)
        = Real.sign x * levelIter x k * (1 + ((levelIter x k)⁻¹) ^ 2) / 2 := by
      simp only [levelIter]
      linear_combination (-(Real.sign x * (levelIter x k)⁻¹) / 2) * hi
    rw [e]
    exact div_pos (mul_pos ih (by positivity)) two_pos
```

## (e) An energy tends to its sign

Show that for $x\neq0$
$$\lim_{k\to\infty}\ell_k(x)=\mathrm{sign}(x).$$

Put $y_k=s\,\ell_k(x)$, which is positive by (d). Since $s^2=1$, $y_{k+1}=\tfrac12(y_k+1/y_k)$ (`step`), and so
$$y_{k+1}-1=\frac{(y_k-1)^2}{2y_k}\ge0.$$
Thus $y_k\ge1$ from $k=1$ on (`low`). Then $1/y_k\le1$ gives $y_{k+1}-1\le\tfrac12(y_k-1)$, and by induction
$$0\le y_{k+1}-1\le(y_1-1)\,2^{-k},$$
whose right half is `up`. The squeeze gives $y_k\to1$, hence $\ell_k(x)=s\,y_k\to s$.

The limit of small $|x|$ shows the cost of a level close to zero. The first step throws it out to about $1/(2|x|)$ in modulus, and each further step roughly halves this until it is of order one. That takes about $\log_2(1/|x|)$ steps.

```lean
/-- Every nonzero energy is driven to its sign, `+1` or `-1`. -/
theorem levelIter_tendsto {x : ℝ} (hx : x ≠ 0) :
    Tendsto (levelIter x) atTop (𝓝 (Real.sign x)) := by
  have hpos := levelIter_sign_pos hx
  have hs : Real.sign x = 1 ∨ Real.sign x = -1 := by
    rcases lt_or_gt_of_ne hx with h | h
    · exact Or.inr (Real.sign_of_neg h)
    · exact Or.inl (Real.sign_of_pos h)
  have hss : Real.sign x * Real.sign x = 1 := by
    rcases hs with h | h <;> rw [h] <;> norm_num
  have step : ∀ k, Real.sign x * levelIter x (k + 1)
      = (Real.sign x * levelIter x k + (Real.sign x * levelIter x k)⁻¹) / 2 := by
    intro k
    simp only [levelIter]
    rcases hs with h | h <;> rw [h] <;> ring
  -- after one step the modulus is at least one
  have low : ∀ k, 1 ≤ Real.sign x * levelIter x (k + 1) := by
    intro k
    rw [step]
    have hy := hpos k
    generalize Real.sign x * levelIter x k = y at hy
    have hyz : y * y⁻¹ = 1 := mul_inv_cancel₀ hy.ne'
    have h0 := mul_nonneg (sq_nonneg (y - 1)) (inv_pos.mpr hy).le
    have e : (y - 1) ^ 2 * y⁻¹ = y + y⁻¹ - 2 := by linear_combination (y - 2) * hyz
    linarith
  -- `k` steps later the distance to one is at most `(1 / 2) ^ k` times its value after step one
  have up : ∀ k, Real.sign x * levelIter x (k + 1) - 1
      ≤ (Real.sign x * levelIter x 1 - 1) * (1 / 2 : ℝ) ^ k := by
    intro k
    induction k with
    | zero => simp
    | succ k ih =>
      rw [step (k + 1), pow_succ]
      have hz := inv_le_one_of_one_le₀ (low k)
      linarith
  have p := (tendsto_pow_atTop_nhds_zero_of_lt_one (by norm_num)
    (by norm_num : (1 / 2 : ℝ) < 1)).const_mul (Real.sign x * levelIter x 1 - 1)
  rw [mul_zero] at p
  have t0 := squeeze_zero (fun k => sub_nonneg.mpr (low k)) up p
  have t2 : Tendsto (fun k => levelIter x (k + 1)) atTop (𝓝 (Real.sign x * (0 + 1))) :=
    ((t0.add_const 1).const_mul (Real.sign x)).congr fun k => by
      show Real.sign x * (Real.sign x * levelIter x (k + 1) - 1 + 1) = levelIter x (k + 1)
      linear_combination levelIter x (k + 1) * hss
  rw [zero_add, mul_one] at t2
  exact (tendsto_add_atTop_iff_nat 1).mp t2
```

## (f) The matrix iteration acts on each level separately

Let $H=F(h)$ with all $h_i\neq0$. Show that
$$X_k=F\big(\ell_k(h)\big),\qquad \ell_k(h)_i=\ell_k(h_i).$$

The case $k=0$ is the definition. If the formula holds at $k$, no level of $X_k$ vanishes by (d), so (c) gives $X_k^{-1}=F(1/\ell_k(h))$. Part (b) with $a=b=\tfrac12$ then gives $X_{k+1}=F(\ell_{k+1}(h))$. The `rw` chain in the induction step uses these facts in this order.

```lean
/-- If no level is zero, the matrix iteration leaves the orbitals fixed and acts on each level
separately. -/
theorem signIter_fromLevels {U : Matrix n n ℂ} (hU : Uᴴ * U = 1) {h : n → ℝ}
    (hh : ∀ i, h i ≠ 0) (k : ℕ) :
    signIter (fromLevels U h) k = fromLevels U (fun i => levelIter (h i) k) := by
  induction k with
  | zero => rfl
  | succ k ih =>
    have e : (fun i => levelIter (h i) (k + 1))
        = fun i => 1 / 2 * levelIter (h i) k + 1 / 2 * (levelIter (h i) k)⁻¹ := by
      funext i
      simp only [levelIter]
      ring
    rw [signIter, ih, (fromLevels_inv hU fun i =>
      right_ne_zero_of_mul (levelIter_sign_pos (hh i) k).ne').2, e, fromLevels_lincomb, smul_add]
    push_cast
    rfl
```

## (g) Convergence of the matrices

Under the same hypotheses, show that every $X_k$ is invertible and that
$$\lim_{k\to\infty}X_k=S,\qquad S=F(\mathrm{sign}\,h).$$

Invertibility follows from (f), (d) and (c). For the limit, the entries
$$F(f)_{pq}=\sum_iU_{pi}\,f_i\,\overline{U_{qi}}$$
depend continuously on the levels, and each level converges by (e). These two facts are `hc` and `ht`, and composing them gives the limit, which is taken entry by entry. Lean assigns the value zero to the inverse of a singular matrix, so the invertibility claim ensures that the recursion always uses a true inverse.

```lean
/-- **Newton sign iteration.** For a Hermitian matrix without zero level, all iterates are
invertible and they converge to the matrix with the same orbitals and levels `sign h`. -/
theorem newton_sign_iteration {U : Matrix n n ℂ} (hU : Uᴴ * U = 1) {h : n → ℝ}
    (hh : ∀ i, h i ≠ 0) :
    (∀ k, IsUnit (signIter (fromLevels U h) k)) ∧
      Tendsto (signIter (fromLevels U h)) atTop
        (𝓝 (fromLevels U (fun i => Real.sign (h i)))) := by
  constructor
  · intro k
    rw [signIter_fromLevels hU hh]
    exact (fromLevels_inv hU fun i =>
      right_ne_zero_of_mul (levelIter_sign_pos (hh i) k).ne').1
  · -- the matrix depends continuously on its levels
    have hc : Continuous (fun f : n → ℝ => fromLevels U f) := by
      unfold fromLevels
      exact (continuous_const.matrix_mul (Continuous.matrix_diagonal (continuous_pi fun i =>
        Complex.continuous_ofReal.comp (continuous_apply i)))).matrix_mul continuous_const
    have ht : Tendsto (fun k i => levelIter (h i) k) atTop (𝓝 (fun i => Real.sign (h i))) :=
      tendsto_pi_nhds.mpr fun i => levelIter_tendsto (hh i)
    exact ((hc.tendsto _).comp ht).congr fun k => (signIter_fromLevels hU hh k).symm
```

## (h) The error after one step

With $S$ as in (g), show that
$$X_{k+1}-S=\tfrac12\,X_k^{-1}(X_k-S)^2.$$

By (f), $X_k$ has the same orbitals as $S$, so by (a) the two commute. Also by (a), $S^2=F(1)=1$, because every sign is $\pm1$. Therefore
$$X_k^{-1}(X_k-S)^2=X_k^{-1}(X_k^2-2X_kS+1)=X_k-2S+X_k^{-1},$$
and half of this is $X_{k+1}-S$. The statement `key` does the algebra for any three matrices with these properties, and the remaining lines verify them. Near the limit $X_k^{-1}$ stays bounded, so the square makes the convergence quadratic.

```lean
/-- If no level is zero, the error after a step is exactly half the inverse iterate times the square
of the error before it. -/
theorem signIter_error {U : Matrix n n ℂ} (hU : Uᴴ * U = 1) {h : n → ℝ}
    (hh : ∀ i, h i ≠ 0) (k : ℕ) :
    signIter (fromLevels U h) (k + 1) - fromLevels U (fun i => Real.sign (h i))
      = (1 / 2 : ℂ) • ((signIter (fromLevels U h) k)⁻¹ *
        (signIter (fromLevels U h) k - fromLevels U (fun i => Real.sign (h i))) ^ 2) := by
  have key : ∀ X Y S : Matrix n n ℂ, Y * X = 1 → S * X = X * S → S * S = 1 →
      (1 / 2 : ℂ) • (X + Y) - S = (1 / 2 : ℂ) • (Y * (X - S) ^ 2) := by
    intro X Y S hx hc hs
    have e : Y * (X - S) ^ 2 = Y * X * X - Y * X * S - Y * (S * X) + Y * (S * S) := by
      noncomm_ring
    rw [e, hc, hs, ← mul_assoc Y X S, hx]
    simp only [one_mul, mul_one]
    module
  refine key _ _ _ (Matrix.nonsing_inv_mul _ ((Matrix.isUnit_iff_isUnit_det _).mp
    ((newton_sign_iteration hU hh).1 k))) ?_ ?_
  · rw [signIter_fromLevels hU hh, fromLevels_mul hU, fromLevels_mul hU]
    congr 1
    funext i
    exact mul_comm _ _
  · have h1 : (fun i => Real.sign (h i) * Real.sign (h i)) = fun _ => (1 : ℝ) := by
      funext i
      rcases lt_or_gt_of_ne (hh i) with hi | hi
      · rw [Real.sign_of_neg hi]
        norm_num
      · rw [Real.sign_of_pos hi]
        norm_num
    rw [fromLevels_mul hU, h1]
    simp [fromLevels, mul_eq_one_comm.mp hU]
```

## (i) The density matrix

Let $H=F(\varepsilon)$, let $\mu$ be a real chemical potential with $\varepsilon_i\neq\mu$ for all $i$, and start from $X_0=H-\mu$. Show that
$$\lim_{k\to\infty}\tfrac12(1-X_k)=P,\qquad P=F(\theta),\quad \theta_i=\begin{cases}1&\varepsilon_i<\mu\\0&\varepsilon_i>\mu.\end{cases}$$

Since $F(1)=1$, part (b) gives $H-\mu=F(\varepsilon-\mu)$ (`shift`), which has no zero level. By (g), $X_k\to F(\mathrm{sign}(\varepsilon-\mu))$. The occupation numbers are $\theta_i=\tfrac12\big(1-\mathrm{sign}(\varepsilon_i-\mu)\big)$, which is `occ`.

As $\theta_i^2=\theta_i$, part (a) gives $P^2=P$: the limit is the projector onto the orbitals below $\mu$, and for $\mu=0$ onto those of negative energy. The hypothesis `hμ` says that no level sits exactly at the chemical potential, where the zero-temperature occupation would be ambiguous.

```lean
/-- If the chemical potential `μ` is not a level, the iteration started from `H - μ` gives
matrices `(1 - X_k) / 2` that converge to the projector onto the orbitals below `μ`. -/
theorem density_matrix_tendsto {U : Matrix n n ℂ} (hU : Uᴴ * U = 1) {ε : n → ℝ} {μ : ℝ}
    (hμ : ∀ i, ε i ≠ μ) :
    Tendsto (fun k => (1 / 2 : ℂ) • (1 - signIter (fromLevels U ε - (μ : ℂ) • 1) k)) atTop
      (𝓝 (fromLevels U (fun i => if ε i < μ then 1 else 0))) := by
  have one : fromLevels U (fun _ => 1) = 1 := by
    simp [fromLevels, mul_eq_one_comm.mp hU]
  have shift : fromLevels U ε - (μ : ℂ) • 1 = fromLevels U (fun i => ε i - μ) := by
    have l : fromLevels U (fun i => ε i - μ)
        = ((1 : ℝ) : ℂ) • fromLevels U ε + ((-μ : ℝ) : ℂ) • fromLevels U (fun _ => 1) := by
      rw [← fromLevels_lincomb]
      congr 1
      funext i
      ring
    rw [l, one]
    push_cast
    module
  -- occupation numbers are (1 - sign) / 2
  have occ : fromLevels U (fun i => if ε i < μ then 1 else 0)
      = (1 / 2 : ℂ) • (1 - fromLevels U (fun i => Real.sign (ε i - μ))) := by
    have l : fromLevels U (fun i => if ε i < μ then 1 else 0)
        = ((1 / 2 : ℝ) : ℂ) • fromLevels U (fun _ => 1)
          + ((-1 / 2 : ℝ) : ℂ) • fromLevels U (fun i => Real.sign (ε i - μ)) := by
      rw [← fromLevels_lincomb]
      congr 1
      funext i
      rcases lt_or_gt_of_ne (hμ i) with hi | hi
      · rw [if_pos hi, Real.sign_of_neg (sub_neg.mpr hi)]
        norm_num
      · rw [if_neg (not_lt_of_ge hi.le), Real.sign_of_pos (sub_pos.mpr hi)]
        norm_num
    rw [l, one]
    push_cast
    module
  rw [shift, occ]
  exact (tendsto_const_nhds.sub
    (newton_sign_iteration hU fun i => sub_ne_zero.mpr (hμ i)).2).const_smul (1 / 2 : ℂ)
```

## (j) The electron count

Under the hypotheses of (i), show that
$$\lim_{k\to\infty}\mathrm{tr}\,\tfrac12(1-X_k)=\#\{i:\varepsilon_i<\mu\}.$$

The trace is continuous, so the limit is $\mathrm{tr}\,P$. Moving $U$ around the trace gives $\mathrm{tr}(U^\dagger U\,\mathrm{diag}(\theta))=\sum_i\theta_i$, the number of levels below $\mu$, with degenerate ones counted separately. This is the number of electrons if the orbitals are spin orbitals; doubly occupied spatial orbitals need a factor of two.

Take two sites with
$$H=-2\sigma,\qquad \sigma=\begin{pmatrix}0&1\\1&0\end{pmatrix},\qquad \mu=0.$$
The levels are $\mp2$. Since $\sigma^2=1$, the iterates are
$$X_1=-\tfrac54\sigma,\qquad X_2=-\tfrac{41}{40}\sigma,\qquad X_3=-\tfrac{3281}{3280}\sigma,$$
and they tend to $-\sigma$. Hence
$$P=\tfrac12\begin{pmatrix}1&1\\1&1\end{pmatrix},$$
the projector onto the bonding orbital $(1,1)/\sqrt2$. Its trace is $1$, and here $\tfrac12(1-X_k)$ has trace $1$ at every step.

In the code, `e` evaluates $\mathrm{tr}\,P$, and the last line combines `hc`, the continuity of the trace, with (i).

```lean
/-- If `μ` is not a level, the iterates `X_k` started from `H - μ` give matrices `(1 - X_k) / 2`
whose trace converges to the number of levels below `μ`. -/
theorem electron_count_tendsto {U : Matrix n n ℂ} (hU : Uᴴ * U = 1) {ε : n → ℝ} {μ : ℝ}
    (hμ : ∀ i, ε i ≠ μ) :
    Tendsto (fun k => trace ((1 / 2 : ℂ) • (1 - signIter (fromLevels U ε - (μ : ℂ) • 1) k)))
      atTop (𝓝 ((Finset.univ.filter (fun i => ε i < μ)).card : ℂ)) := by
  have e : trace (fromLevels U (fun i => if ε i < μ then 1 else 0))
      = ((Finset.univ.filter (fun i => ε i < μ)).card : ℂ) := by
    unfold fromLevels
    rw [Matrix.trace_mul_comm, ← Matrix.mul_assoc, hU, Matrix.one_mul, Matrix.trace_diagonal,
      ← Complex.ofReal_sum, Finset.sum_boole]
    simp
  rw [← e]
  have hc : Continuous (fun A : Matrix n n ℂ => trace A) := continuous_id.matrix_trace
  exact (hc.tendsto _).comp (density_matrix_tendsto hU hμ)

end

end NewtonSignIteration
```

```lean
#print axioms NewtonSignIteration.newton_sign_iteration
#print axioms NewtonSignIteration.signIter_error
#print axioms NewtonSignIteration.electron_count_tendsto
```

```
'NewtonSignIteration.newton_sign_iteration' depends on axioms: [propext, Classical.choice, Quot.sound]
'NewtonSignIteration.signIter_error' depends on axioms: [propext, Classical.choice, Quot.sound]
'NewtonSignIteration.electron_count_tendsto' depends on axioms: [propext, Classical.choice, Quot.sound]
```
